# Parallel first-order decay with positive total rate: the total population is conserved, and products absent at $t=0$ tend to $N(0)\,k_i/K$

Let $N(t)$ be the population of a parent species or excited level, and let $P_i(t)$ be the amount of product formed through decay channel $i$, where $i$ runs over finitely many channels. Channel $i$ has a constant rate $k_i$, the total rate is $K=\sum_i k_i$, and no product is present at time zero:

$$N'(t)=-K\,N(t),\qquad P_i'(t)=k_i\,N(t),\qquad P_i(0)=0.$$

I use two consequences of these equations all the time. The sum $N+\sum_i P_i$ never changes, and for $K>0$ each product ends up at $N(0)\,k_i/K$, the initial population times the branching ratio. I would like to see both derived rigorously from the rate equations alone, without assuming the exponential law, and checked by machine. Can this be done in Lean?

## Constant combinations of the populations

It can, and nearly all of the work is done by one fact: a function on the real line whose derivative is zero everywhere keeps its value at $t=0$. Four of the steps below apply it to a suitable expression in the populations and the time, and the others follow from these by algebra, a limit or direct differentiation.

**Total population.** Adding the rate equations gives

$$\frac{d}{dt}\Big(N+\sum_i P_i\Big)=-KN+\sum_i k_iN=-KN+KN=0.$$

At $t=0$ the sum equals $N(0)$, because the products are absent. Hence $N(t)+\sum_iP_i(t)=N(0)$ at every time.

**Exponential law.** Multiply the parent population by the growing exponential:

$$\frac{d}{dt}\big(N e^{Kt}\big)=-KNe^{Kt}+NKe^{Kt}=0.$$

So $N(t)e^{Kt}=N(0)$, and multiplying by $e^{-Kt}$ gives $N(t)=N(0)e^{-Kt}$.

**Balance for one channel.** For a fixed $i$,

$$\frac{d}{dt}\big(KP_i+k_iN\big)=Kk_iN-k_iKN=0.$$

The initial value of the bracket is $k_iN(0)$, and therefore

$$K\,P_i(t)=k_i\,\big(N(0)-N(t)\big).$$

The amount of parent that has decayed is shared among the channels in proportion to their rates.

**Closed form and limit.** If $K\neq0$, inserting the exponential law and dividing by $K$ gives

$$P_i(t)=\frac{N(0)\,k_i}{K}\big(1-e^{-Kt}\big).$$

If $K>0$, then $Kt\to\infty$ as $t\to\infty$, so $e^{-Kt}\to0$ and $P_i(t)\to N(0)\,k_i/K$.

**Ratio of two products.** For channels $i$ and $j$,

$$\frac{d}{dt}\big(k_jP_i-k_iP_j\big)=k_jk_iN-k_ik_jN=0,$$

and the bracket starts at zero. So $k_jP_i(t)=k_iP_j(t)$ at all times, whatever the value of $K$. The products already stand in the ratio of their rate constants while the decay is still going on.

**Common half-time.** At $t=\log 2/K$ with $K>0$, the exponential equals $e^{-\log2}=1/2$, so every product is at half its limiting value. When that limiting value is nonzero, the time a single product takes to reach half of it therefore gives the total rate $K$. The rate $k_i$ of its own channel affects this time only through its contribution to $K$.

**Existence of solutions.** For $K\ne0$ and any number $N_0$, the functions $N_0e^{-Kt}$ and $(N_0k_i/K)(1-e^{-Kt})$ do solve the equations. The first has derivative $-KN_0e^{-Kt}$, the second has derivative $(N_0k_i/K)\,K e^{-Kt}=k_iN_0e^{-Kt}$, and the second vanishes at $t=0$.

## The Lean file

```lean
import Mathlib

open Filter Topology

namespace ParallelDecayBranching

noncomputable section

variable {ι : Type*} [Fintype ι]

/-- The total decay rate `K`, the sum of the rate constants of all channels. -/
def totalRate (k : ι → ℝ) : ℝ := ∑ i, k i

/-- The rate equations of a parent population `N` that decays through parallel first-order
channels with rate constants `k i` into products `P i`, which are absent at time zero. -/
structure ParallelDecay (k : ι → ℝ) (N : ℝ → ℝ) (P : ι → ℝ → ℝ) : Prop where
  parent : ∀ t, HasDerivAt N (-totalRate k * N t) t
  product : ∀ i t, HasDerivAt (P i) (k i * N t) t
  start : ∀ i, P i 0 = 0

/-- A quantity whose rate of change vanishes at all times keeps its initial value. -/
theorem eq_initial_of_rate_zero {f : ℝ → ℝ} (hf : ∀ t, HasDerivAt f 0 t) (t : ℝ) :
    f t = f 0 :=
  is_const_of_deriv_eq_zero (fun s => (hf s).differentiableAt) (fun s => (hf s).deriv) t 0

/-- The exponential `exp (-K t)` has the time derivative `-K exp (-K t)`. -/
theorem hasDerivAt_decay (K t : ℝ) :
    HasDerivAt (fun s => Real.exp (-(K * s))) (-K * Real.exp (-(K * t))) t := by
  have hl : HasDerivAt (fun s : ℝ => K * s) K t := by
    simpa using (hasDerivAt_id t).const_mul K
  exact hl.fun_neg.exp.congr_deriv (by ring)

variable {k : ι → ℝ} {N : ℝ → ℝ} {P : ι → ℝ → ℝ}

/-- The parent and all products together keep the initial parent population at all times. -/
theorem population_conserved (h : ParallelDecay k N P) (t : ℝ) :
    N t + ∑ i, P i t = N 0 := by
  have hd : ∀ s, HasDerivAt (fun s => N s + ∑ i, P i s) 0 s := by
    intro s
    have hs := (h.parent s).fun_add
      (HasDerivAt.fun_sum (u := Finset.univ) fun i _ => h.product i s)
    refine hs.congr_deriv ?_
    -- the loss of the parent is the sum of the gains of the products
    rw [← Finset.sum_mul]
    unfold totalRate
    ring
  have hc := eq_initial_of_rate_zero hd t
  simpa [h.start] using hc

/-- The parent population decays exponentially with the total rate. -/
theorem parent_eq_exp (h : ParallelDecay k N P) (t : ℝ) :
    N t = N 0 * Real.exp (-(totalRate k * t)) := by
  -- the population multiplied by the growing exponential is constant
  have hd : ∀ s, HasDerivAt (fun s => N s * Real.exp (-(-totalRate k * s))) 0 s := by
    intro s
    exact ((h.parent s).fun_mul (hasDerivAt_decay (-totalRate k) s)).congr_deriv (by ring)
  have hc : N t * Real.exp (-(-totalRate k * t)) = N 0 := by
    simpa using eq_initial_of_rate_zero hd t
  have he : Real.exp (-(-totalRate k * t)) * Real.exp (-(totalRate k * t)) = 1 := by
    rw [← Real.exp_add, ← Real.exp_zero]
    congr 1
    ring
  rw [← hc, mul_assoc, he, mul_one]

/-- At every time, the total rate times the amount of product `i` equals the rate constant of
channel `i` times the amount of parent that has decayed. -/
theorem product_balance (h : ParallelDecay k N P) (i : ι) (t : ℝ) :
    totalRate k * P i t = k i * (N 0 - N t) := by
  have hd : ∀ s, HasDerivAt (fun s => totalRate k * P i s + k i * N s) 0 s := by
    intro s
    exact (((h.product i s).const_mul (totalRate k)).fun_add
      ((h.parent s).const_mul (k i))).congr_deriv (by ring)
  have hc : totalRate k * P i t + k i * N t = totalRate k * P i 0 + k i * N 0 :=
    eq_initial_of_rate_zero hd t
  rw [h.start i] at hc
  linear_combination hc

/-- At every time, the amounts of two products stand in the ratio of their rate constants,
written here without division. -/
theorem product_ratio (h : ParallelDecay k N P) (i j : ι) (t : ℝ) :
    k j * P i t = k i * P j t := by
  have hd : ∀ s, HasDerivAt (fun s => k j * P i s - k i * P j s) 0 s := by
    intro s
    exact (((h.product i s).const_mul (k j)).fun_sub
      ((h.product j s).const_mul (k i))).congr_deriv (by ring)
  have hc : k j * P i t - k i * P j t = k j * P i 0 - k i * P j 0 :=
    eq_initial_of_rate_zero hd t
  rw [h.start i, h.start j] at hc
  linear_combination hc

/-- For a nonzero total rate `K`, product `i` follows `N(0) (k i / K) (1 - exp (-K t))`. -/
theorem product_eq (h : ParallelDecay k N P) (hK : totalRate k ≠ 0) (i : ι) (t : ℝ) :
    P i t = N 0 * k i / totalRate k * (1 - Real.exp (-(totalRate k * t))) := by
  have hb := product_balance h i t
  rw [parent_eq_exp h t] at hb
  apply mul_left_cancel₀ hK
  rw [hb, ← mul_assoc, mul_div_cancel₀ _ hK]
  ring

/-- For a positive total rate `K`, the total population is conserved and the amount of each
product tends to the initial parent population times the branching ratio `k i / K`. -/
theorem branching_ratios (h : ParallelDecay k N P) (hK : 0 < totalRate k) :
    (∀ t, N t + ∑ i, P i t = N 0) ∧
      ∀ i, Tendsto (P i) atTop (𝓝 (N 0 * k i / totalRate k)) := by
  refine ⟨population_conserved h, fun i => ?_⟩
  have he : Tendsto (fun t : ℝ => Real.exp (-(totalRate k * t))) atTop (𝓝 0) :=
    Real.tendsto_exp_neg_atTop_nhds_zero.comp (tendsto_id.const_mul_atTop hK)
  have hl := (he.const_sub 1).const_mul (N 0 * k i / totalRate k)
  rw [sub_zero, mul_one] at hl
  exact hl.congr fun t => (product_eq h hK.ne' i t).symm

/-- For a positive total rate `K`, every product has reached half of `N(0) k i / K` at the
time `log 2 / K`, which is the same for all channels. -/
theorem common_half_time (h : ParallelDecay k N P) (hK : 0 < totalRate k) (i : ι) :
    P i (Real.log 2 / totalRate k) = (N 0 * k i / totalRate k) / 2 := by
  have hne : totalRate k ≠ 0 := hK.ne'
  have ht : totalRate k * (Real.log 2 / totalRate k) = Real.log 2 := by
    field_simp
  rw [product_eq h hne, ht, Real.exp_neg, Real.exp_log (by norm_num)]
  ring

/-- For any rate constants with nonzero sum `K` and any initial population `N₀`, the explicit
exponential populations solve the rate equations. -/
theorem parallelDecay_witness (k : ι → ℝ) (hK : totalRate k ≠ 0) (N₀ : ℝ) :
    ParallelDecay k (fun t => N₀ * Real.exp (-(totalRate k * t)))
      (fun i t => N₀ * k i / totalRate k * (1 - Real.exp (-(totalRate k * t)))) where
  parent t := ((hasDerivAt_decay (totalRate k) t).const_mul N₀).congr_deriv (by ring)
  product i t := by
    refine (((hasDerivAt_decay (totalRate k) t).const_sub 1).const_mul
      (N₀ * k i / totalRate k)).congr_deriv ?_
    field_simp
  start i := by simp

end

end ParallelDecayBranching
```

```lean
#print axioms ParallelDecayBranching.product_ratio
#print axioms ParallelDecayBranching.branching_ratios
#print axioms ParallelDecayBranching.common_half_time
```

```
'ParallelDecayBranching.product_ratio' depends on axioms: [propext, Classical.choice, Quot.sound]
'ParallelDecayBranching.branching_ratios' depends on axioms: [propext, Classical.choice, Quot.sound]
'ParallelDecayBranching.common_half_time' depends on axioms: [propext, Classical.choice, Quot.sound]
```

## Rates, populations and limits as Lean objects

The type `ι` is the finite set of channels. The rate constants form a function `k : ι → ℝ`, the parent population is `N : ℝ → ℝ`, and `P i t` is the amount of product `i` at time `t`. The total rate $K$ is `totalRate k`, defined as the sum of all `k i`. It is therefore computed from the channel rates and cannot be chosen independently of them.

The physical model is the predicate `ParallelDecay k N P`, which has three fields:

- `parent` says that at each real time `t` the function `N` has derivative $-K\,N(t)$.
- `product` says that each `P i` has derivative $k_i\,N(t)$ at each real time.
- `start` says that each product is absent at time zero.

The first two fields express first-order kinetics: each parent has a fixed probability per unit time of leaving through a given channel, independent of its age and of the other parents. They also say that every loss of parent appears as a gain in one of the listed products, and that nothing flows back or onward.

The main theorem, `branching_ratios`, takes such a decay and the hypothesis `0 < totalRate k`. Its first conclusion is the conservation law at every real `t`. Its second is `Tendsto (P i) atTop (𝓝 (N 0 * k i / totalRate k))` for every channel, which is the limit $P_i(t)\to N(0)\,k_i/K$ as $t\to\infty$. The hypothesis $K>0$ stands for a parent that is truly depleted by its channels taken together.

The individual rates carry no sign condition, and neither does $N(0)$. For physical rates $k_i\ge0$ the numbers $k_i/K$ are fractions between 0 and 1. The theorem also admits negative rates as long as their sum with the others is positive, and then the numbers $k_i/K$ no longer form a probability distribution.

Apart from `common_half_time`, which also assumes $K>0$, the supporting theorems about such a decay ask for less. `population_conserved`, `parent_eq_exp`, `product_balance` and `product_ratio` need no condition on $K$, and `product_eq` needs only $K\ne0$. `parallelDecay_witness` also assumes $K\neq0$, and it shows that the predicate is satisfied by actual functions for every such choice of rates and every initial population.

Several idealisations are built into the model. The populations are real-valued and continuous in time, so they describe averages and not the counting statistics of single decays. The rates are constant, which leaves out quenching that changes with time, and the parent has no source, which leaves out pumping. The equations are imposed at negative times as well, although the physical process starts at $t=0$.

For an excited level whose channels are emission lines or nonradiative processes, $k_i/K$ is the branching ratio of channel $i$, the fraction of the excited population that leaves through this channel. The theorem justifies forming it from computed or measured rates within a rate-equation model that has no coherences and no repopulation of the level.

## How the proofs follow the derivation

`eq_initial_of_rate_zero` is the fact about vanishing derivatives. It takes Mathlib's theorem that a differentiable function with zero derivative is constant, and compares the times `t` and `0`. `hasDerivAt_decay` supplies the derivative of $e^{-Kt}$ by the chain rule, for an arbitrary real number `K`.

The proofs of conservation, the exponential law, the channel balance and the product ratio share one pattern. The statement `hd` says that the chosen combination has derivative zero. It is assembled from the rules for sums, products and constant factors. These rules produce the derivative in a raw form, and `congr_deriv` replaces that form by `0` once the two are shown to be equal. The equality is the cancellation seen in the derivation, and `ring` carries it out.

In `population_conserved` the cancellation needs two steps before `ring`. The raw derivative contains $\sum_i k_iN$, and `Finset.sum_mul`, read from right to left, takes the common factor $N$ out of the sum. Then `unfold totalRate` replaces $K$ by its definition $\sum_i k_i$, so that both terms contain the same sum. What remains is $-KN+KN=0$. The final `simpa` uses `h.start` to remove the products at time zero.

In `parent_eq_exp` the growing exponential is obtained by using `hasDerivAt_decay` with `-totalRate k` in place of `K`. This is why the code contains the double negative `-(-totalRate k * s)`, which is simply $Ks$. The statement `hc` is $N(t)e^{Kt}=N(0)$, and `he` is $e^{Kt}e^{-Kt}=1$. The last line combines them to isolate $N(t)$.

`product_balance` and `product_ratio` insert the initial condition into the constancy statement `hc`. After that, `linear_combination hc` rearranges the equation into the stated form.

`product_eq` starts from the balance and substitutes the exponential law. Where the derivation divides by $K$, the proof multiplies the desired equation by $K$ and uses `mul_left_cancel₀ hK`, which permits the cancellation because $K\neq0$.

In `branching_ratios` the conservation part is `population_conserved`. For the limit, `he` composes $e^{-x}\to0$ with $Kt\to\infty$, and this is the point where the sign of $K$ matters. The statement `hl` then passes to the limit of the full expression $(N(0)k_i/K)(1-e^{-Kt})$, and the last line transfers the result to `P i` through the closed form.

`common_half_time` evaluates the closed form at $\log2/K$: `ht` simplifies the exponent, and `Real.exp_neg` with `Real.exp_log` turns the exponential into $1/2$. `parallelDecay_witness` checks the three fields one at a time, by differentiating the explicit functions and setting $t=0$.
